# In a harmonic well filled to a fixed level, the hyperdynamics boost tends to one as coordinates are added

Q: Before a hyperdynamics run with a flat bias, I choose the level to which the well is filled and estimate the boost, the factor by which physical time outruns simulated time. You offer me a formula for that estimate. What is it, and for which system?

A: For one harmonic well with 2n coordinates, n ≥ 1, filled to a level x ≥ 0, measured from the minimum of the well in units of kT, the boost is

B_n(x) = exp(x) / S_n(x), with S_n(x) = ∑_{j=0}^{n} x^j/j!

For fixed x > 0 it exceeds one, falls strictly with n and tends to one. In this harmonic model with a fixed level, the acceleration is therefore lost as the system grows.

Q: Derive it by hand first. Where does the energy distribution come from?

A: From the configuration integral. Scale each normal-mode displacement u_i, with force constant k_i > 0, to q_i = u_i √(k_i/kT). The potential energy over kT is then t = |q|²/2, and the constant Jacobian cancels in averages. With A the area of the unit sphere in 2n dimensions, a shell of radius r has volume A r^(2n−1) dr. Since dt = r dr and r² = 2t,

A r^(2n−1) dr = A (2t)^(n−1) dt

The factor A 2^(n−1) cancels as well, so the density of t is proportional to t^(n−1) exp(−t).

To normalise it, set m = n−1 and note that S_m′(t) = S_m(t) − t^m/m!. Hence

d/dt [−exp(−t) S_m(t)] = t^m exp(−t)/m!

The bracket vanishes as t → ∞, which gives the tail weight

∫_x^∞ t^m exp(−t)/m! dt = exp(−x) S_m(x)

At x = 0 this equals one, so the normalised density is t^(n−1) exp(−t)/(n−1)!.

Q: And the bias?

A: It is b(t) = max(x−t, 0), and the boost is 1/⟨exp(−b)⟩ in the unbiased ensemble. Below x, the product exp(−(x−t)) exp(−t) is the constant exp(−x), so that region contributes

exp(−x) ∫_0^x t^(n−1)/(n−1)! dt = exp(−x) x^n/n!

Above x the bias is zero, and the tail contributes exp(−x) S_{n−1}(x). The sum is

⟨exp(−b)⟩ = exp(−x) S_n(x)

Its reciprocal is B_n(x). For x > 0 each further term of S_n is positive, so S_n rises strictly towards exp(x) without reaching it. This gives all three properties of the boost.

Q: Now the formal version. Does it start from configurations, or does it assume the energy density?

A: It starts from configurations.

```lean
import Mathlib

open MeasureTheory Set Filter Topology

namespace Hyperdynamics

noncomputable section
```

A vector `q` in `EuclideanSpace ℝ (Fin (2 * n))` is a configuration in the scaled coordinates, and `potential` is its energy over kT.

```lean
/-- Potential energy, in units of kT, of a harmonic well with `2n` scaled coordinates. -/
def potential {n : ℕ} (q : EuclideanSpace ℝ (Fin (2 * n))) : ℝ := ‖q‖ ^ 2 / 2
```

The thermal average is a ratio of two Boltzmann-weighted integrals over all configurations. Momenta are absent, since the bias depends on positions only.

```lean
/-- Canonical average over all configurations of an observable `f` of the reduced energy. -/
def thermalAverage (n : ℕ) (f : ℝ → ℝ) : ℝ :=
  (∫ q : EuclideanSpace ℝ (Fin (2 * n)), f (potential q) * Real.exp (-potential q)) /
    ∫ q : EuclideanSpace ℝ (Fin (2 * n)), Real.exp (-potential q)
```

Q: An infinite parabola has no barrier. What is being escaped from?

A: Nothing in the model. The parabola stands for the basin, and the level x should lie below the lowest exit, so that the bias vanishes on the dividing surface. Under that condition, and with transition state theory for the escape rate, the boost is the ratio of physical to simulated time. The file computes the ensemble average and contains no escape rates.

```lean
/-- Flat bias: it raises every reduced energy `t` below the level `x` up to `x`. -/
def bias (x t : ℝ) : ℝ := max (x - t) 0

/-- Boost factor: the reciprocal of the unbiased thermal average of `exp (-bias)`. -/
def boost (n : ℕ) (x : ℝ) : ℝ := 1 / thermalAverage n (fun t => Real.exp (-bias x t))
```

Q: In a run I accumulate exp(+bias) along the biased trajectory. Your `boost` averages exp(−bias) without the bias.

A: The two agree, and `boost_eq_biased_average` below proves it for the ensemble averages. That a trajectory samples the biased ensemble is a separate assumption.

Q: What else is restricted?

A: The number of coordinates is even, all modes are harmonic with positive force constants, and x stays fixed in units of kT while n grows. The limit says nothing about a level that is raised along with n.

Q: Then take me through the proof.

A: It begins with S_n, called `taylorSum n x`. The range `Finset.range (n + 1)` runs over j = 0, …, n.

```lean
/-- The exponential series truncated after the power `n`. -/
def taylorSum (n : ℕ) (x : ℝ) : ℝ := ∑ j ∈ Finset.range (n + 1), x ^ j / (j.factorial : ℝ)
```

The first lemma splits off the last term and uses x > 0 to show that the sum is positive and grows.

```lean
/-- At a positive argument the truncated exponential series is positive and grows strictly
with each further term. -/
theorem taylorSum_pos_lt_succ (n : ℕ) {x : ℝ} (hx : 0 < x) :
    0 < taylorSum n x ∧ taylorSum n x < taylorSum (n + 1) x := by
  have hs : taylorSum (n + 1) x = taylorSum n x + x ^ (n + 1) / ((n + 1).factorial : ℝ) :=
    Finset.sum_range_succ _ _
  have hp : 0 < x ^ (n + 1) / ((n + 1).factorial : ℝ) := by positivity
  exact ⟨Finset.sum_pos (fun j _ => by positivity) ⟨0, by simp⟩, by linarith⟩
```

The next one is the derivative rule for S_m, by induction on m. The auxiliary equation `k` is the cancellation (m+1)/(m+1)! = 1/m!.

```lean
/-- Differentiating the truncated exponential series removes its last term. -/
theorem hasDerivAt_taylorSum (m : ℕ) (t : ℝ) :
    HasDerivAt (fun s => taylorSum m s) (taylorSum m t - t ^ m / (m.factorial : ℝ)) t := by
  induction m with
  | zero =>
    have e : (fun s => taylorSum 0 s) = fun _ => (1 : ℝ) := by
      funext s
      simp [taylorSum]
    have e' : taylorSum 0 t - t ^ 0 / ((Nat.factorial 0 : ℕ) : ℝ) = 0 := by simp [taylorSum]
    rw [e, e']
    exact hasDerivAt_const t 1
  | succ m ih =>
    have hs : ∀ s, taylorSum (m + 1) s =
        taylorSum m s + s ^ (m + 1) / ((m + 1).factorial : ℝ) :=
      fun s => Finset.sum_range_succ _ _
    have k : ((m + 1 : ℕ) : ℝ) * t ^ m / ((m + 1).factorial : ℝ)
        = t ^ m / (m.factorial : ℝ) := by
      rw [Nat.factorial_succ]
      push_cast
      field_simp
    simp only [hs]
    refine (ih.fun_add ((hasDerivAt_pow (m + 1) t).div_const _)).congr_deriv ?_
    rw [Nat.add_sub_cancel, k]
    ring
```

Then comes the tail integral. `hd` is the antiderivative found above, `hpos` says that the integrand is non-negative, and `hl` is the vanishing at infinite energy, taken term by term. Together they give both convergence and the value.

```lean
/-- The energy density of a well with `2(m+1)` coordinates is integrable above any level
`x ≥ 0`, and its weight there is `exp (-x)` times the truncated exponential series. -/
theorem energy_tail (m : ℕ) {x : ℝ} (hx : 0 ≤ x) :
    IntegrableOn (fun t => t ^ m * Real.exp (-t) / (m.factorial : ℝ)) (Ioi x) ∧
    ∫ t in Ioi x, t ^ m * Real.exp (-t) / (m.factorial : ℝ)
      = Real.exp (-x) * taylorSum m x := by
  have hd : ∀ t ∈ Ici x, HasDerivAt (fun s => -(Real.exp (-s) * taylorSum m s))
      (t ^ m * Real.exp (-t) / (m.factorial : ℝ)) t := by
    intro t _
    refine (((hasDerivAt_neg t).exp).fun_mul (hasDerivAt_taylorSum m t)).fun_neg.congr_deriv ?_
    ring
  have hpos : ∀ t ∈ Ioi x, 0 ≤ t ^ m * Real.exp (-t) / (m.factorial : ℝ) := by
    intro t ht
    have : 0 ≤ t := hx.trans (le_of_lt ht)
    positivity
  -- the antiderivative vanishes at infinite energy
  have hl : Tendsto (fun s => -(Real.exp (-s) * taylorSum m s)) atTop (𝓝 0) := by
    have h := (tendsto_finsetSum (Finset.range (m + 1)) (fun j _ =>
      (Real.tendsto_pow_mul_exp_neg_atTop_nhds_zero j).div_const (j.factorial : ℝ))).neg
    have z : -(∑ j ∈ Finset.range (m + 1), (0 : ℝ) / (j.factorial : ℝ)) = 0 := by simp
    rw [z] at h
    refine h.congr (fun s => ?_)
    rw [taylorSum, Finset.mul_sum]
    congr 1
    exact Finset.sum_congr rfl (fun j _ => by ring)
  refine ⟨integrableOn_Ioi_deriv_of_nonneg' hd hpos hl, ?_⟩
  rw [integral_Ioi_of_hasDerivAt_of_nonneg' hd hpos hl]
  ring
```

Q: Where do the spherical shells enter?

A: In the next lemma, with m = n−1. Mathlib's `integral_fun_norm_addHaar` reduces the integral to the radius. The substitution t = r²/2 is done in two moves, first the square and then the factor one half. The constant `C` is A 2^m, with A written as the dimension times the volume of the unit ball.

```lean
/-- Integrating a function of the reduced energy over `2(m+1)` coordinates is, up to a positive
constant, integrating it over energy with the density of states `t ^ m`. -/
theorem shell_integral (m : ℕ) : ∃ C : ℝ, 0 < C ∧ ∀ F : ℝ → ℝ,
    ∫ q : EuclideanSpace ℝ (Fin (2 * (m + 1))), F (‖q‖ ^ 2 / 2)
      = C * ∫ t in Ioi (0 : ℝ), t ^ m * F t := by
  have : Nontrivial (EuclideanSpace ℝ (Fin (2 * (m + 1)))) :=
    Module.nontrivial_of_finrank_pos (R := ℝ) (by rw [finrank_euclideanSpace_fin]; omega)
  have hb : 0 < (volume : Measure (EuclideanSpace ℝ (Fin (2 * (m + 1))))).real
      (Metric.ball 0 1) :=
    ENNReal.toReal_pos (Metric.measure_ball_pos volume 0 one_pos).ne' measure_ball_lt_top.ne
  refine ⟨((2 * (m + 1) : ℕ) : ℝ) * ((volume : Measure (EuclideanSpace ℝ
    (Fin (2 * (m + 1))))).real (Metric.ball 0 1) * 2 ^ m), by positivity, fun F => ?_⟩
  -- substitution of the energy `t = r ^ 2 / 2` for the radius
  have hsub : ∫ r in Ioi (0 : ℝ), r ^ (2 * (m + 1) - 1) * F (r ^ 2 / 2)
      = 2 ^ m * ∫ t in Ioi (0 : ℝ), t ^ m * F t := by
    have h1 := integral_comp_rpow_Ioi_of_pos
      (g := fun u : ℝ => 2⁻¹ * ((2 * (2⁻¹ * u)) ^ m * F (2⁻¹ * u))) (p := 2) two_pos
    have h2 := integral_comp_mul_left_Ioi (fun v : ℝ => (2 * v) ^ m * F v) 0
      (b := 2⁻¹) (by norm_num)
    rw [integral_const_mul, h2, mul_zero, inv_inv, smul_eq_mul, ← mul_assoc,
      inv_mul_cancel₀ (two_ne_zero' ℝ), one_mul] at h1
    rw [← integral_const_mul]
    calc _ = _ := setIntegral_congr_fun measurableSet_Ioi (fun r _ => ?_)
      _ = _ := h1
      _ = _ := setIntegral_congr_fun measurableSet_Ioi (fun t _ => ?_)
    · have e1 : (2 : ℝ) - 1 = 1 := by norm_num
      have e2 : 2 * (m + 1) - 1 = 2 * m + 1 := by omega
      have e3 : 2 * (2⁻¹ * r ^ 2) = r ^ 2 := by ring
      have e4 : r ^ 2 / 2 = 2⁻¹ * r ^ 2 := by ring
      simp only [e1, e2, Real.rpow_one, Real.rpow_two, smul_eq_mul, e3, e4]
      ring
    · simp only [mul_pow]
      ring
  have h := integral_fun_norm_addHaar
    (volume : Measure (EuclideanSpace ℝ (Fin (2 * (m + 1))))) (fun r => F (r ^ 2 / 2))
  simp only [finrank_euclideanSpace_fin, smul_eq_mul, nsmul_eq_mul] at h
  rw [h, hsub]
  ring
```

The energy density follows. The shell lemma is applied to the numerator and to the denominator, `C` cancels, and the tail integral at x = 0 supplies the normalisation.

```lean
/-- In a harmonic well with `2n` coordinates, `n ≥ 1`, the reduced energy `t` has the
density `t ^ (n-1) exp (-t) / (n-1)!`. -/
theorem thermalAverage_eq {n : ℕ} (hn : 1 ≤ n) (f : ℝ → ℝ) :
    thermalAverage n f =
      ∫ t in Ioi (0 : ℝ), f t * (t ^ (n - 1) * Real.exp (-t) / ((n - 1).factorial : ℝ)) := by
  obtain ⟨m, rfl⟩ : ∃ m, n = m + 1 := ⟨n - 1, by omega⟩
  obtain ⟨C, hC, h⟩ := shell_integral m
  have a := h (fun t => f t * Real.exp (-t))
  have b := h (fun t => Real.exp (-t))
  have z := (energy_tail m le_rfl).2
  have z0 : Real.exp (-0) * taylorSum m 0 = 1 := by
    simp [taylorSum, Finset.sum_range_succ']
  have hf : (m.factorial : ℝ) ≠ 0 := by positivity
  rw [z0, integral_div, div_eq_one_iff_eq hf] at z
  beta_reduce at a b
  simp only [thermalAverage, potential, Nat.add_sub_cancel]
  rw [a, b, z, mul_div_mul_left _ _ hC.ne', ← integral_div]
  congr 1
  funext t
  ring
```

Q: This is stated for every function f. What if the average diverges?

A: Then Lean assigns zero to both sides, and the equation has no physical content. For the bias this does not arise, because exp(−b) lies between zero and one.

Next is the identity you asked about. In the numerator exp(b) exp(−(t+b)) = exp(−t), and in the denominator exp(−(t+b)) = exp(−b) exp(−t). The proof combines the exponentials in just this way.

```lean
/-- The boost equals the average of `exp (bias)` in the ensemble of the biased potential. -/
theorem boost_eq_biased_average (n : ℕ) (x : ℝ) :
    boost n x =
      (∫ q : EuclideanSpace ℝ (Fin (2 * n)), Real.exp (bias x (potential q)) *
        Real.exp (-(potential q + bias x (potential q)))) /
      ∫ q : EuclideanSpace ℝ (Fin (2 * n)),
        Real.exp (-(potential q + bias x (potential q))) := by
  rw [boost, thermalAverage, one_div_div]
  congr 2 <;> funext q <;> rw [← Real.exp_add] <;> congr 1 <;> ring
```

Q: And the boost formula itself?

A: Its proof splits the energy axis at x. `low` states that the biased Boltzmann factor is flat up to the level, and `high` that nothing changes above it. In `key` the two integrals are added: the power integral gives the term x^n/n!, `energy_tail` gives the lower terms, and the result is exp(−x) S_n(x). The last line takes the reciprocal.

```lean
/-- Filling a harmonic well with `2n` coordinates, `n ≥ 1`, to the level `x ≥ 0` gives the boost
`exp x` divided by the exponential series truncated after the power `n`. -/
theorem boost_eq {n : ℕ} (hn : 1 ≤ n) {x : ℝ} (hx : 0 ≤ x) :
    boost n x = Real.exp x / ∑ j ∈ Finset.range (n + 1), x ^ j / (j.factorial : ℝ) := by
  obtain ⟨m, rfl⟩ : ∃ m, n = m + 1 := ⟨n - 1, by omega⟩
  obtain ⟨hi, hv⟩ := energy_tail m hx
  -- below the level the Boltzmann factor is flat, above it nothing changes
  have low : EqOn (fun t => Real.exp (-x) / (m.factorial : ℝ) * t ^ m)
      (fun t => Real.exp (-bias x t) * (t ^ m * Real.exp (-t) / (m.factorial : ℝ)))
      (Ioc 0 x) := by
    intro t ht
    have e : Real.exp (-x) = Real.exp (-(x - t)) * Real.exp (-t) := by
      rw [← Real.exp_add]
      congr 1
      ring
    simp only [bias, max_eq_left (sub_nonneg.mpr ht.2), e]
    ring
  have high : EqOn (fun t => t ^ m * Real.exp (-t) / (m.factorial : ℝ))
      (fun t => Real.exp (-bias x t) * (t ^ m * Real.exp (-t) / (m.factorial : ℝ)))
      (Ioi x) := by
    intro t ht
    have hxt : x < t := ht
    simp only [bias, max_eq_right (sub_nonpos.mpr hxt.le), neg_zero, Real.exp_zero, one_mul]
  have il : IntegrableOn (fun t : ℝ => Real.exp (-x) / (m.factorial : ℝ) * t ^ m) (Ioc 0 x) :=
    (Continuous.integrableOn_Icc (by fun_prop)).mono_set Ioc_subset_Icc_self
  have hs : taylorSum (m + 1) x = taylorSum m x + x ^ (m + 1) / ((m + 1).factorial : ℝ) :=
    Finset.sum_range_succ _ _
  have key : thermalAverage (m + 1) (fun t => Real.exp (-bias x t))
      = Real.exp (-x) * taylorSum (m + 1) x := by
    rw [thermalAverage_eq hn, Nat.add_sub_cancel, ← Ioc_union_Ioi_eq_Ioi hx,
      setIntegral_union (Ioc_disjoint_Ioi le_rfl) measurableSet_Ioi
        (il.congr_fun low measurableSet_Ioc) (hi.congr_fun high measurableSet_Ioi),
      ← setIntegral_congr_fun measurableSet_Ioc low,
      ← setIntegral_congr_fun measurableSet_Ioi high, hv, integral_const_mul,
      ← intervalIntegral.integral_of_le hx, integral_pow, hs, Nat.factorial_succ]
    push_cast
    field_simp
    ring
  change boost (m + 1) x = Real.exp x / taylorSum (m + 1) x
  rw [boost, key, Real.exp_neg, one_div, mul_inv, inv_inv, div_eq_mul_inv]
```

Q: How is "strictly decreasing in n" expressed?

A: As `StrictAntiOn` on `Ici 1`: whenever 1 ≤ a < b, the boost for 2b coordinates is smaller than that for 2a. The numerator exp(x) is the same for both, and the denominator is larger for b.

```lean
/-- At a fixed level `x > 0` the boost decreases strictly with `n`, for `n ≥ 1`. -/
theorem boost_strictAntiOn {x : ℝ} (hx : 0 < x) :
    StrictAntiOn (fun n => boost n x) (Ici 1) := by
  intro a ha b hb hab
  have hm : StrictMono (fun n => taylorSum n x) :=
    strictMono_nat_of_lt_succ (fun n => (taylorSum_pos_lt_succ n hx).2)
  change boost b x < boost a x
  rw [boost_eq ha hx.le, boost_eq hb hx.le]
  exact div_lt_div_of_pos_left (Real.exp_pos x) (taylorSum_pos_lt_succ a hx).1 (hm hab)
```

For the lower bound, S_n(x) < S_{n+1}(x) ≤ exp(x), so the quotient exceeds one.

```lean
/-- For `n ≥ 1` and a level `x > 0` the boost is larger than one. -/
theorem one_lt_boost {n : ℕ} (hn : 1 ≤ n) {x : ℝ} (hx : 0 < x) : 1 < boost n x := by
  obtain ⟨h0, h1⟩ := taylorSum_pos_lt_succ n hx
  rw [boost_eq hn hx.le]
  exact (one_lt_div h0).mpr (h1.trans_le (Real.sum_le_exp_of_nonneg hx.le _))
```

Q: And the limit?

A: The truncated series converges to exp(x), which is not zero, so the quotient converges to one. The theorem `boost_eq` is stated for n ≥ 1, and `filter_upwards` uses it from there on, which is enough for a limit. At x = 0 the statement still holds: there is no bias, and the boost is one for every n.

```lean
/-- At a fixed level `x ≥ 0` the boost tends to one as the number of coordinates grows. -/
theorem tendsto_boost {x : ℝ} (hx : 0 ≤ x) :
    Tendsto (fun n => boost n x) atTop (𝓝 1) := by
  have h : Tendsto (fun n => taylorSum n x) atTop (𝓝 (Real.exp x)) := by
    rw [Real.exp_eq_exp_ℝ, NormedSpace.exp_eq_tsum_div]
    exact (Real.summable_pow_div_factorial x).hasSum.tendsto_sum_nat.comp
      (tendsto_add_atTop_nat 1)
  have h' := (tendsto_const_nhds (x := Real.exp x)).div h (Real.exp_pos x).ne'
  rw [div_self (Real.exp_pos x).ne'] at h'
  refine h'.congr' ?_
  filter_upwards [eventually_ge_atTop 1] with n hn
  exact (boost_eq hn hx).symm

end

end Hyperdynamics
```

```lean
#print axioms Hyperdynamics.boost_eq_biased_average
-- 'Hyperdynamics.boost_eq_biased_average' depends on axioms: [propext, Classical.choice, Quot.sound]
#print axioms Hyperdynamics.boost_strictAntiOn
-- 'Hyperdynamics.boost_strictAntiOn' depends on axioms: [propext, Classical.choice, Quot.sound]
#print axioms Hyperdynamics.one_lt_boost
-- 'Hyperdynamics.one_lt_boost' depends on axioms: [propext, Classical.choice, Quot.sound]
#print axioms Hyperdynamics.tendsto_boost
-- 'Hyperdynamics.tendsto_boost' depends on axioms: [propext, Classical.choice, Quot.sound]
```
